# For a linear Hermitian problem, the first-order wavefunction fixes the energy through third order

## A third-order property from one response equation

Once the first-order response of a state to a static field has been computed, its diagonal static hyperpolarizability can be evaluated from a matrix element, without solving for the second-order wavefunction. For exact states of a linear Hermitian Hamiltonian that satisfy the perturbation equations, this step rests on the elimination of the second-order wavefunction derived below, which uses Hermiticity. Self-consistent methods such as Hartree–Fock, where the operator depends on the state, need a separate argument.

Let the Hamiltonian be $H_0+sV$, with $s$ a real field strength. The unperturbed state $\psi_0$ is a unit vector with $H_0\psi_0=E_0\psi_0$. The first-order correction $\psi_1$ is orthogonal to $\psi_0$ and satisfies

$$(H_0-E_0)\psi_1=(E_1-V)\psi_0 .$$

Orthogonality fixes the component of $\psi_1$ along $\psi_0$, which this equation leaves free. The energy coefficients are

$$E_1=\langle\psi_0,V\psi_0\rangle,\quad E_2=\langle\psi_0,V\psi_1\rangle,\quad E_3=\langle\psi_1,(V-E_1)\psi_1\rangle .$$

Write $\varphi=\psi_0+s\psi_1$, $\mathcal E(s)=E_0+sE_1+s^2E_2+s^3E_3$ and $N=\|\psi_1\|^2$. Then, for every real $s$,

$$\langle\varphi,(H_0+sV-\mathcal E(s))\varphi\rangle=-s^4(E_2+sE_3)N .$$

## Orders two and three cancel on projection

Collect the residual vector $R=(H_0+sV-\mathcal E(s))\varphi$ by powers of $s$. Order zero is $(H_0-E_0)\psi_0=0$. Order one is $(H_0-E_0)\psi_1+(V-E_1)\psi_0=0$. What remains is

$$R=s^2\big[(V-E_1)\psi_1-E_2\psi_0\big]-s^3\big[E_2\psi_1+E_3\psi_0\big]-s^4E_3\psi_1 .$$

Now project on the two parts of $\varphi$, using $\langle\psi_0,\psi_0\rangle=1$ and $\langle\psi_0,\psi_1\rangle=0$:

$$\langle\psi_0,R\rangle=s^2(E_2-E_2)-s^3E_3=-s^3E_3,$$

$$s\langle\psi_1,R\rangle=s^3E_3-s^4E_2N-s^5E_3N .$$

The cubic terms cancel in the sum, which leaves the stated identity. Hermiticity has not been used.

Since $\langle\varphi,\varphi\rangle=1+s^2N$ is positive, division gives the Rayleigh quotient:

$$\frac{\langle\varphi,(H_0+sV)\varphi\rangle}{\langle\varphi,\varphi\rangle}=\mathcal E(s)-\frac{s^4(E_2+sE_3)N}{1+s^2N}.$$

## Why $\psi_2$ drops out of the third-order energy

Hermiticity enters when $E_2$ and $E_3$ are identified with the coefficients in the perturbation equations. Suppose that $\psi_2,\psi_3$ and numbers $\varepsilon_2,\varepsilon_3$ satisfy

$$(H_0-E_0)\psi_2=(E_1-V)\psi_1+\varepsilon_2\psi_0,$$

$$(H_0-E_0)\psi_3=(E_1-V)\psi_2+\varepsilon_2\psi_1+\varepsilon_3\psi_0 .$$

For Hermitian $H_0$, the projection of each left side on $\psi_0$ vanishes. The first equation gives $\varepsilon_2=\langle\psi_0,V\psi_1\rangle=E_2$, and the second gives $\varepsilon_3=\langle\psi_0,(V-E_1)\psi_2\rangle$. Moving the operators across the inner product removes $\psi_2$:

$$\begin{aligned}
\varepsilon_3&=\langle(V-E_1)\psi_0,\psi_2\rangle=-\langle(H_0-E_0)\psi_1,\psi_2\rangle\\
&=-\langle\psi_1,(H_0-E_0)\psi_2\rangle=\langle\psi_1,(V-E_1)\psi_1\rangle=E_3 .
\end{aligned}$$

The term $\varepsilon_2\langle\psi_1,\psi_0\rangle$ in the last step is zero.

The second-order energy has a similar form. Hermiticity of $V$ and the response equation give $E_2=\langle V\psi_0,\psi_1\rangle=-\langle(H_0-E_0)\psi_1,\psi_1\rangle$.

## Errors of order $n+1$ enter the functional at order $2n+2$

Let $H$ be Hermitian with $H\psi=E\psi$, and let an approximate eigenvector be $\psi+s^{n+1}r$. Then $(H-E)(\psi+s^{n+1}r)=s^{n+1}(H-E)r$. Its projection on $\psi$ vanishes, so

$$\langle\psi+s^{n+1}r,(H-E)(\psi+s^{n+1}r)\rangle=s^{2n+2}\langle r,(H-E)r\rangle .$$

This is the error-counting part of Wigner's $2n+1$ rule, valid for every natural number $n$, including zero. Explicit energy formulas built from the wavefunction corrections are derived here only for $n=1$. If $H$, $\psi$ and $r$ depend on $s$, the identity holds at each $s$; reading it as an order estimate also requires $\langle r,(H-E)r\rangle$ to stay bounded as $s\to0$.

## Dropping orthogonality: a one-dimensional failure

Take the space $\mathbb C$, with $H_0=0$, $E_0=0$, $V=1$ and $\psi_0=\psi_1=1$. Every condition except orthogonality holds. The formulas give $E_1=1$, $E_2=1$ and $E_3=0$, so

$$\langle\varphi,(H_0+sV-\mathcal E(s))\varphi\rangle=-s^2(1+s)^2 .$$

This is divisible by $s^2$ but not by $s^4$. The exact energy is $s$, so the value $E_2=1$ is wrong as well.

## Linear maps, a real parameter and complex energies

In the Lean file, `F` is a complex inner-product space of any dimension, not necessarily complete. `H0` and `V` are linear maps defined on all of `F`; an unbounded Hamiltonian fits only if a common domain can be chosen that both operators map into itself. `IsSymmetric` expresses Hermiticity as $\langle Hx,y\rangle=\langle x,Hy\rangle$. The inner product is conjugate-linear in its first argument, as in bra-ket notation.

`FirstOrderResponse` collects the eigenvalue equation, normalisation, orthogonality and the response equation. The existence of $\psi_1$ is assumed. Nondegeneracy is not required, but in a degenerate level the response equation may be solvable only for a suitable choice of $\psi_0$. It also leaves free the components of $\psi_1$ along the other states of the level, and $E_3$ can depend on them. For example, $H_0=0$, $V=\mathrm{diag}(0,1)$, $\psi_0=(1,0)$ and $\psi_1=(0,1)$ satisfy `FirstOrderResponse` and give $E_3=1$, although the exact energy of $\psi_0$ is zero for every $s$. The identification of $E_3$ with the third-order energy therefore assumes that the equations for $\psi_2$ and $\psi_3$ can be solved with the chosen $\psi_1$; in this example the equation for $\psi_2$ cannot.

The definitions `energy1`, `energy2` and `energy3` are the three matrix elements above, `trial` is $\varphi$, and `energySeries` is $\mathcal E(s)$. The coefficients have complex type because the main identity does not assume Hermiticity, while `E0` and `s` are real.

`two_n_plus_one_rule` states the main identity with the factor $s^4$ displayed, and `rayleigh_quotient` states its normalised form. `third_order_from_first` takes $\psi_2$ and $\psi_3$ as given solutions and identifies their energy coefficients. None of these theorems establishes that an exact eigenvalue of $H_0+sV$ has a convergent expansion in $s$.

A different model would treat $s$ as a formal variable and $\varphi$ as a polynomial with vector coefficients. Divisibility by $s^4$ would then be a statement in a polynomial ring, with conjugation defined to leave $s$ fixed. The version with a real number $s$ gives an equation at each field strength and lets the Rayleigh quotient be formed directly.

```lean
import Mathlib

open ComplexConjugate

namespace WignerRule

noncomputable section

variable {F : Type*} [NormedAddCommGroup F] [InnerProductSpace ℂ F]

/-- First-order energy: the expectation value of the perturbation `V` in `ψ0`. -/
def energy1 (V : F →ₗ[ℂ] F) (ψ0 : F) : ℂ := inner ℂ ψ0 (V ψ0)

/-- Second-order energy: the matrix element of `V` between `ψ0` and `ψ1`. -/
def energy2 (V : F →ₗ[ℂ] F) (ψ0 ψ1 : F) : ℂ := inner ℂ ψ0 (V ψ1)

/-- Third-order energy expression: the matrix element of `V - E1` in `ψ1`. -/
def energy3 (V : F →ₗ[ℂ] F) (ψ0 ψ1 : F) : ℂ :=
  inner ℂ ψ1 (V ψ1 - energy1 V ψ0 • ψ1)

/-- The wavefunction through first order, `ψ0 + s ψ1`. -/
def trial (ψ0 ψ1 : F) (s : ℝ) : F := ψ0 + (s : ℂ) • ψ1

/-- The energy through third order, `E0 + s E1 + s² E2 + s³ E3`. -/
def energySeries (V : F →ₗ[ℂ] F) (E0 : ℝ) (ψ0 ψ1 : F) (s : ℝ) : ℂ :=
  E0 + s * energy1 V ψ0 + s ^ 2 * energy2 V ψ0 ψ1 + s ^ 3 * energy3 V ψ0 ψ1

/-- `ψ0` is a unit eigenvector of `H0` with energy `E0`, and `ψ1` is orthogonal to it and
solves the first-order perturbation equation. -/
structure FirstOrderResponse (H0 V : F →ₗ[ℂ] F) (E0 : ℝ) (ψ0 ψ1 : F) : Prop where
  eigen : H0 ψ0 = (E0 : ℂ) • ψ0
  unit : ‖ψ0‖ = 1
  orth : inner ℂ ψ0 ψ1 = 0
  response : H0 ψ1 - (E0 : ℂ) • ψ1 = energy1 V ψ0 • ψ0 - V ψ0

/-- With the energy series through third order, the residual of the Schrödinger equation for `ψ0 + s
ψ1` has no terms below order `s²`. -/
theorem residual_eq {H0 V : F →ₗ[ℂ] F} {E0 : ℝ} {ψ0 ψ1 : F}
    (h : FirstOrderResponse H0 V E0 ψ0 ψ1) (s : ℝ) :
    H0 (trial ψ0 ψ1 s) + (s : ℂ) • V (trial ψ0 ψ1 s)
        - energySeries V E0 ψ0 ψ1 s • trial ψ0 ψ1 s
      = (s : ℂ) ^ 2 • (V ψ1 - energy1 V ψ0 • ψ1 - energy2 V ψ0 ψ1 • ψ0)
        - (s : ℂ) ^ 3 • (energy2 V ψ0 ψ1 • ψ1 + energy3 V ψ0 ψ1 • ψ0)
        - (s : ℂ) ^ 4 • (energy3 V ψ0 ψ1 • ψ1) := by
  simp only [trial, energySeries, map_add, map_smul]
  linear_combination (norm := module) h.eigen + (s : ℂ) • h.response

/-- The energy functional of `ψ0 + s ψ1`, measured from the third-order energy series, is
`s⁴` times an explicit polynomial in `s`. -/
theorem two_n_plus_one_rule {H0 V : F →ₗ[ℂ] F} {E0 : ℝ} {ψ0 ψ1 : F}
    (h : FirstOrderResponse H0 V E0 ψ0 ψ1) (s : ℝ) :
    inner ℂ (trial ψ0 ψ1 s) (H0 (trial ψ0 ψ1 s) + (s : ℂ) • V (trial ψ0 ψ1 s)
        - energySeries V E0 ψ0 ψ1 s • trial ψ0 ψ1 s)
      = (s : ℂ) ^ 4 *
        (-(energy2 V ψ0 ψ1 + s * energy3 V ψ0 ψ1) * (‖ψ1‖ : ℂ) ^ 2) := by
  have h00 : inner ℂ ψ0 ψ0 = (1 : ℂ) := by
    rw [inner_self_eq_norm_sq_to_K, h.unit]; simp
  have h10 : inner ℂ ψ1 ψ0 = (0 : ℂ) := by
    rw [← inner_conj_symm, h.orth, map_zero]
  have h11 : inner ℂ ψ1 ψ1 = (‖ψ1‖ : ℂ) ^ 2 := inner_self_eq_norm_sq_to_K ψ1
  have e2 : inner ℂ ψ0 (V ψ1) = energy2 V ψ0 ψ1 := rfl
  have e3 : inner ℂ ψ1 (V ψ1) = energy3 V ψ0 ψ1 + energy1 V ψ0 * (‖ψ1‖ : ℂ) ^ 2 := by
    simp only [energy3, inner_sub_right, inner_smul_right, h11]; ring
  -- project the residual on the trial state; orders two and three cancel
  rw [residual_eq h]
  simp only [trial, inner_add_left, inner_smul_left, inner_sub_right, inner_add_right,
    inner_smul_right, Complex.conj_ofReal, h00, h10, h.orth, h11, e2, e3]
  ring

/-- The Rayleigh quotient of `ψ0 + s ψ1` equals the third-order energy series plus an
explicit remainder with a factor `s⁴`. -/
theorem rayleigh_quotient {H0 V : F →ₗ[ℂ] F} {E0 : ℝ} {ψ0 ψ1 : F}
    (h : FirstOrderResponse H0 V E0 ψ0 ψ1) (s : ℝ) :
    inner ℂ (trial ψ0 ψ1 s) (H0 (trial ψ0 ψ1 s) + (s : ℂ) • V (trial ψ0 ψ1 s))
        / inner ℂ (trial ψ0 ψ1 s) (trial ψ0 ψ1 s)
      = energySeries V E0 ψ0 ψ1 s
        - (s : ℂ) ^ 4 * (energy2 V ψ0 ψ1 + s * energy3 V ψ0 ψ1) * (‖ψ1‖ : ℂ) ^ 2
          / (1 + (s : ℂ) ^ 2 * (‖ψ1‖ : ℂ) ^ 2) := by
  have h00 : inner ℂ ψ0 ψ0 = (1 : ℂ) := by
    rw [inner_self_eq_norm_sq_to_K, h.unit]; simp
  have h10 : inner ℂ ψ1 ψ0 = (0 : ℂ) := by
    rw [← inner_conj_symm, h.orth, map_zero]
  have h11 : inner ℂ ψ1 ψ1 = (‖ψ1‖ : ℂ) ^ 2 := inner_self_eq_norm_sq_to_K ψ1
  have hφ : inner ℂ (trial ψ0 ψ1 s) (trial ψ0 ψ1 s)
      = 1 + (s : ℂ) ^ 2 * (‖ψ1‖ : ℂ) ^ 2 := by
    simp only [trial, inner_add_left, inner_smul_left, inner_add_right,
      inner_smul_right, Complex.conj_ofReal, h00, h10, h.orth, h11]
    ring
  have hne : 1 + (s : ℂ) ^ 2 * (‖ψ1‖ : ℂ) ^ 2 ≠ 0 := by
    have hr : (1 + s ^ 2 * ‖ψ1‖ ^ 2 : ℝ) ≠ 0 := by positivity
    exact_mod_cast hr
  have hm := two_n_plus_one_rule h s
  rw [inner_sub_right, inner_smul_right, hφ] at hm
  rw [hφ, div_eq_iff hne, sub_mul, div_mul_cancel₀ _ hne]
  linear_combination hm

/-- For Hermitian `V`, the second-order energy is minus the inner product whose first argument is
`(H0 - E0) ψ1` and whose second argument is `ψ1`. -/
theorem energy2_eq {H0 V : F →ₗ[ℂ] F} {E0 : ℝ} {ψ0 ψ1 : F} (hV : V.IsSymmetric)
    (h : FirstOrderResponse H0 V E0 ψ0 ψ1) :
    energy2 V ψ0 ψ1 = -inner ℂ (H0 ψ1 - (E0 : ℂ) • ψ1) ψ1 := by
  rw [h.response, inner_sub_left, inner_smul_left, h.orth, hV ψ0 ψ1]
  simp [energy2]

/-- For Hermitian `H`, an eigenvector with energy `E` is orthogonal to the range of `H - E`. -/
theorem eigenvector_orthogonal {H : F →ₗ[ℂ] F} (hH : H.IsSymmetric) {E : ℝ} {ψ : F}
    (hψ : H ψ = (E : ℂ) • ψ) (x : F) : inner ℂ ψ (H x - (E : ℂ) • x) = 0 := by
  rw [inner_sub_right, ← hH ψ x, hψ, inner_smul_left, inner_smul_right,
    Complex.conj_ofReal, sub_self]

/-- Let `H0` and `V` be Hermitian. If the perturbation equations hold through third order with
energy coefficients `ε2` and `ε3`, these are the expressions `energy2` and `energy3` built from `ψ0`
and `ψ1` alone. -/
theorem third_order_from_first {H0 V : F →ₗ[ℂ] F} {E0 : ℝ} {ψ0 ψ1 ψ2 ψ3 : F} {ε2 ε3 : ℂ}
    (hH : H0.IsSymmetric) (hV : V.IsSymmetric) (h : FirstOrderResponse H0 V E0 ψ0 ψ1)
    (h2 : H0 ψ2 - (E0 : ℂ) • ψ2 = energy1 V ψ0 • ψ1 - V ψ1 + ε2 • ψ0)
    (h3 : H0 ψ3 - (E0 : ℂ) • ψ3 = energy1 V ψ0 • ψ2 - V ψ2 + ε2 • ψ1 + ε3 • ψ0) :
    ε2 = energy2 V ψ0 ψ1 ∧ ε3 = energy3 V ψ0 ψ1 := by
  have h00 : inner ℂ ψ0 ψ0 = (1 : ℂ) := by
    rw [inner_self_eq_norm_sq_to_K, h.unit]; simp
  have h10 : inner ℂ ψ1 ψ0 = (0 : ℂ) := by
    rw [← inner_conj_symm, h.orth, map_zero]
  have hreal : conj (energy1 V ψ0) = energy1 V ψ0 := by
    unfold energy1
    rw [inner_conj_symm, hV ψ0 ψ0]
  -- project the second- and third-order equations on the unperturbed state
  have a2 := eigenvector_orthogonal hH h.eigen ψ2
  have a3 := eigenvector_orthogonal hH h.eigen ψ3
  rw [h2] at a2
  rw [h3] at a3
  simp only [inner_add_right, inner_sub_right, inner_smul_right, h00, h.orth] at a2 a3
  -- move `H0 - E0` from the second-order to the first-order wavefunction
  have b : inner ℂ ψ1 (H0 ψ2 - (E0 : ℂ) • ψ2) = inner ℂ (H0 ψ1 - (E0 : ℂ) • ψ1) ψ2 := by
    rw [inner_sub_right, inner_sub_left, hH ψ1 ψ2, inner_smul_left, inner_smul_right,
      Complex.conj_ofReal]
  rw [h2, h.response] at b
  simp only [inner_add_right, inner_sub_right, inner_smul_right, inner_sub_left,
    inner_smul_left, h10, hreal, hV ψ0 ψ2] at b
  constructor
  · unfold energy2
    linear_combination a2
  · simp only [energy3, inner_sub_right, inner_smul_right]
    linear_combination a3 + b

/-- For Hermitian `H` and any `n`, an error `s^(n+1) r` in an exact eigenvector changes the energy
functional, measured from the exact energy, by `s^(2n+2)` times its value at `r`. -/
theorem error_doubling {H : F →ₗ[ℂ] F} (hH : H.IsSymmetric) {E : ℝ} {ψ : F}
    (hψ : H ψ = (E : ℂ) • ψ) (r : F) (s : ℝ) (n : ℕ) :
    inner ℂ (ψ + (s : ℂ) ^ (n + 1) • r)
        (H (ψ + (s : ℂ) ^ (n + 1) • r) - (E : ℂ) • (ψ + (s : ℂ) ^ (n + 1) • r))
      = (s : ℂ) ^ (2 * n + 2) * inner ℂ r (H r - (E : ℂ) • r) := by
  have k : H (ψ + (s : ℂ) ^ (n + 1) • r) - (E : ℂ) • (ψ + (s : ℂ) ^ (n + 1) • r)
      = (s : ℂ) ^ (n + 1) • (H r - (E : ℂ) • r) := by
    simp only [map_add, map_smul]
    linear_combination (norm := module) hψ
  rw [k, inner_smul_right, inner_add_left, eigenvector_orthogonal hH hψ r, inner_smul_left]
  simp only [map_pow, Complex.conj_ofReal]
  ring

/-- The two-component vector with entries `a` and `b`, not necessarily normalised. -/
def ket (a b : ℂ) : EuclideanSpace ℂ (Fin 2) := !₂[a, b]

/-- The two-level operator with diagonal elements `a`, `c` and real coupling `b`. -/
def twoLevel (a b c : ℝ) : EuclideanSpace ℂ (Fin 2) →ₗ[ℂ] EuclideanSpace ℂ (Fin 2) where
  toFun x := !₂[(a : ℂ) * x 0 + b * x 1, (b : ℂ) * x 0 + c * x 1]
  map_add' x y := by
    ext i; fin_cases i <;> simp <;> ring
  map_smul' z x := by
    ext i; fin_cases i <;> simp <;> ring

/-- Every two-level operator of this form is Hermitian. -/
theorem twoLevel_symmetric (a b c : ℝ) : (twoLevel a b c).IsSymmetric := by
  intro x y
  simp [twoLevel, PiLp.inner_apply, Fin.sum_univ_two]
  ring

/-- A coupled two-level system satisfies the perturbation equations through third order,
with second- and third-order energy coefficients `-1` and `1`. -/
theorem third_order_from_first_witness :
    FirstOrderResponse (twoLevel 0 0 1) (twoLevel 0 1 1) 0 (ket 1 0) (ket 0 (-1)) ∧
    twoLevel 0 0 1 (ket 0 1) - ((0 : ℝ) : ℂ) • ket 0 1
      = energy1 (twoLevel 0 1 1) (ket 1 0) • ket 0 (-1) - twoLevel 0 1 1 (ket 0 (-1))
        + (-1 : ℂ) • ket 1 0 ∧
    twoLevel 0 0 1 (ket 0 0) - ((0 : ℝ) : ℂ) • ket 0 0
      = energy1 (twoLevel 0 1 1) (ket 1 0) • ket 0 1 - twoLevel 0 1 1 (ket 0 1)
        + (-1 : ℂ) • ket 0 (-1) + (1 : ℂ) • ket 1 0 := by
  have he : energy1 (twoLevel 0 1 1) (ket 1 0) = 0 := by
    simp [energy1, twoLevel, ket, PiLp.inner_apply, Fin.sum_univ_two]
  refine ⟨⟨?_, ?_, ?_, ?_⟩, ?_, ?_⟩
  · ext i; fin_cases i <;> simp [twoLevel, ket]
  · simp [ket, EuclideanSpace.norm_eq, Fin.sum_univ_two]
  · simp [ket, PiLp.inner_apply, Fin.sum_univ_two]
  · rw [he]; ext i; fin_cases i <;> simp [twoLevel, ket]
  · rw [he]; ext i; fin_cases i <;> simp [twoLevel, ket]
  · rw [he]; ext i; fin_cases i <;> simp [twoLevel, ket]

end

end WignerRule
```

```lean
#print axioms WignerRule.rayleigh_quotient
-- 'WignerRule.rayleigh_quotient' depends on axioms: [propext, Classical.choice, Quot.sound]
#print axioms WignerRule.third_order_from_first
-- 'WignerRule.third_order_from_first' depends on axioms: [propext, Classical.choice, Quot.sound]
#print axioms WignerRule.error_doubling
-- 'WignerRule.error_doubling' depends on axioms: [propext, Classical.choice, Quot.sound]
#print axioms WignerRule.twoLevel_symmetric
-- 'WignerRule.twoLevel_symmetric' depends on axioms: [propext, Classical.choice, Quot.sound]
```

## How the Lean proofs follow the algebra

`residual_eq` is the collection by powers of $s$. Its `linear_combination` adds the eigenvalue equation to $s$ times the response equation, and `module` checks the remaining vector algebra.

`two_n_plus_one_rule` first records the overlaps `h00`, `h10` and `h11`. The equation `e3` rewrites $\langle\psi_1,V\psi_1\rangle$ as $E_3+E_1N$. After `residual_eq` has replaced the residual, `simp only` expands its projection on $\varphi$, and `ring` carries out the cancellation at orders two and three.

`rayleigh_quotient` computes $\langle\varphi,\varphi\rangle$ in `hφ` and shows in `hne` that it is nonzero. It then clears the denominator and applies the main identity, stored as `hm`.

`energy2_eq` substitutes the response equation and moves `V` across the inner product. `eigenvector_orthogonal` proves $\langle\psi,(H-E)x\rangle=0$ and is used in both remaining general results.

In `third_order_from_first`, `a2` and `a3` are the second- and third-order equations projected on $\psi_0$. The equation `b` moves $H_0-E_0$ from $\psi_2$ to $\psi_1$, and `hreal` supplies the reality of $E_1$ needed when it leaves the first argument. The value of $\varepsilon_2$ follows from `a2`; adding `a3` and `b` eliminates $\psi_2$ and gives $\varepsilon_3$.

`error_doubling` factors $s^{n+1}$ out of the residual in the step `k`. Orthogonality removes the projection on $\psi$, and the error vector in the first argument supplies the second factor $s^{n+1}$.

The final example is a two-level system with

$$H_0=\begin{pmatrix}0&0\\0&1\end{pmatrix},\qquad V=\begin{pmatrix}0&1\\1&1\end{pmatrix},$$

and $\psi_0=(1,0)$, $\psi_1=(0,-1)$, $\psi_2=(0,1)$, $\psi_3=(0,0)$. `twoLevel_symmetric` proves that both matrices are Hermitian. `third_order_from_first_witness` checks the perturbation equations component by component, with $\varepsilon_2=-1$ and $\varepsilon_3=1$. The assumptions of `third_order_from_first` are therefore met by a system with nonzero coupling and a nonzero third-order energy.
